# The correlation function of a finite set of undamped bath modes always returns close to its initial value

## Can a better frequency grid stop the revivals?

A bath correlation function built from finitely many modes is said to return arbitrarily close to its initial value, at arbitrarily late times, whatever the frequencies. I see this with an equally spaced grid: $C(t)$ dies away nicely, then reappears in full after $2\pi/\Delta$, where $\Delta$ is the spacing. But that looks like an artefact of the regular spacing. If I choose logarithmic, random or mutually incommensurate frequencies, the modes never line up exactly again. Could $C(t)$ then decay for good?

## No: irregular spacing can remove the exact period but not the recurrence

For every $\varepsilon>0$ and every $T$ there is a time $t>T$ with $|C(t)-C(0)|<\varepsilon$, where

$$C(t)=\sum_k g_k e^{-iw_kt}$$

has finitely many real weights $g_k$ and real frequencies $w_k$. If there is at least one mode and all weights are positive, $C(t)$ therefore cannot tend to zero. Incommensurate frequencies only prevent a perfect return.

**Why the phases come back.** Pick a time step $\tau>0$ with $\tau>T$, and record all phases at the times $n\tau$, $n=0,1,2,\dots$:

$$x_n=\left(e^{-iw_kn\tau}\right)_k .$$

Every component has modulus one, so these vectors stay in a bounded region of a finite-dimensional space. Some subsequence $x_{\varphi(N)}$ converges, and its consecutive members eventually differ by less than any given $\delta>0$ in every component. Take such an $N$ and set $t=(\varphi(N+1)-\varphi(N))\tau$. The indices differ by at least one, so $t\ge\tau>T$. Multiplying by a phase does not change a modulus, hence

$$|e^{-iw_kt}-1|=\left|e^{-iw_k\varphi(N)\tau}\left(e^{-iw_kt}-1\right)\right|=\left|e^{-iw_k\varphi(N+1)\tau}-e^{-iw_k\varphi(N)\tau}\right|<\delta$$

for all modes at once.

**Why the correlation function comes back.** Let $G=\sum_k|g_k|$ and choose $\delta=\varepsilon/(G+1)$. For every starting time $s$,

$$|C(s+t)-C(s)|=\left|\sum_k g_ke^{-iw_ks}\left(e^{-iw_kt}-1\right)\right|\le \frac{G\,\varepsilon}{G+1}<\varepsilon .$$

One shift $t$ thus serves the whole function, and $s=0$ gives the return to $C(0)$.

**Why it cannot decay.** Suppose $C(t)\to c$. Fix $s$ and $\varepsilon>0$, and let $N$ now be a time after which $|C-c|<\varepsilon/2$. Choose a recurrence time $t>N-s$ for the tolerance $\varepsilon/2$. Then

$$|C(s)-c|\le|C(s)-C(s+t)|+|C(s+t)-c|<\varepsilon .$$

Since $\varepsilon$ is arbitrary, $C(s)=c$ for every $s$: a finite bath with a long-time limit has a constant correlation function. For $c=0$ this contradicts $C(0)=\sum_kg_k>0$.

**Your equally spaced grid.** If $w_k=n_k\Delta$ with integers $n_k$ and $\Delta P=2\pi$, then $e^{-iw_kP}=e^{-2\pi i n_k}=1$, so $C(s+P)=C(s)$ exactly. Halving $\Delta$ doubles this $P$. The spacing need not be equal for this: the logarithmic grid $\Delta,2\Delta,4\Delta$ is also exactly periodic, so not every irregular grid is incommensurate.

**A continuous band.** For a flat band between $a$ and $b$ and $t>0$,

$$\left|\int_a^b e^{-i\omega t}\,d\omega\right|=\left|\frac{e^{-ibt}-e^{-iat}}{-it}\right|\le\frac2t ,$$

which does decay. Replacing this band by finitely many positively weighted modes loses the decay.

**One and two modes.** With a single mode of positive weight, $|C(t)|=g$ at all times, so there is not even a temporary decay. Two modes of equal weight $g>0$ give $|C(t)|=2g\,|\cos((w_1-w_2)t/2)|$. For different frequencies this reaches zero again and again, but never stays there.

### What the Lean statements say

The modes are labelled by a finite type `ι`, with no order or spacing built in. `phase w t` is $e^{-iwt}$, with $w$ an angular frequency, and `bathCorrelation g w` is the function $C$. The weights are not normalised; for a harmonic bath at zero temperature that couples through $\sum_k\lambda_k(b_k+b_k^\dagger)$, with real $\lambda_k$ and ladder operators $b_k$, they are the squared couplings $g_k=\lambda_k^2$. At finite temperature each oscillator contributes a second term with frequency $-w_k$, which fits because the frequencies may have either sign.

- `bathCorrelation_recurs` is the recurrence uniform in `s`, and `returns_to_initial_value` is its case $s=0$. Neither restricts the signs of the weights, and `T` may be any real number.
- `constant_of_tendsto` says that a long-time limit forces $C$ to be constant.
- `no_permanent_decay` denies that $C$ tends to zero as $t\to+\infty$. It assumes `[Nonempty ι]`, since an empty bath has $C=0$, and `hg`, positivity of every weight. Merely nonzero weights would not suffice: two modes of equal frequency with weights $1$ and $-1$ cancel.
- `periodic_of_uniform_grid` requires frequencies that are integer multiples of `Δ`. A midpoint grid $(k+\tfrac12)\Delta$ fits with spacing $\Delta/2$, and so with twice the period.
- `continuous_band_decays` treats a band of unit weight, not a general spectral density.

The frequencies are real, so damped modes with complex frequencies fall under none of these statements. Nor do the theorems estimate how long you must wait on an irregular grid, which may be far longer than your simulation. For open-system simulations with a finite set of undamped modes, the practical question is therefore whether the discretised $C(t)$ is accurate over the time window you need.

```lean
import Mathlib

open Filter Topology

namespace FiniteBathRecurrence

noncomputable section

variable {ι : Type*} [Fintype ι]

/-- The phase factor `exp(-i w t)` of a mode with frequency `w` at time `t`. -/
def phase (w t : ℝ) : ℂ := Complex.exp (-Complex.I * w * t)

/-- The correlation function `C(t) = ∑ k, g k * exp(-i w k t)` of a bath of finitely many
modes with weights `g k` and frequencies `w k`. -/
def bathCorrelation (g w : ι → ℝ) (t : ℝ) : ℂ := ∑ k, (g k : ℂ) * phase (w k) t

/-- Evolving a mode for a time `s + t` multiplies the phase factors for `s` and `t`. -/
theorem phase_add (w s t : ℝ) : phase w (s + t) = phase w s * phase w t := by
  unfold phase
  rw [← Complex.exp_add]
  congr 1
  push_cast
  ring

/-- A phase factor has modulus one. -/
theorem norm_phase (w t : ℝ) : ‖phase w t‖ = 1 := by
  have h : -Complex.I * (w : ℂ) * (t : ℂ) = ((-(w * t) : ℝ) : ℂ) * Complex.I := by
    push_cast
    ring
  rw [phase, h, Complex.norm_exp_ofReal_mul_I]

/-- After any time `T` there is a moment at which the phase factors of finitely many modes
are all as close to one as desired, whatever their frequencies. -/
theorem phases_recur (w : ι → ℝ) {δ : ℝ} (hδ : 0 < δ) (T : ℝ) :
    ∃ t > T, ∀ k, ‖phase (w k) t - 1‖ < δ := by
  obtain ⟨τ, hT, hτ⟩ : ∃ τ : ℝ, T < τ ∧ 0 < τ :=
    ⟨|T| + 1, by linarith [le_abs_self T], by positivity⟩
  -- sample the vector of phases at multiples of `τ`; it stays in a compact ball
  let x : ℕ → ι → ℂ := fun n k => phase (w k) (n * τ)
  have hx : ∀ n, x n ∈ Metric.closedBall (0 : ι → ℂ) 1 := by
    intro n
    rw [mem_closedBall_zero_iff, pi_norm_le_iff_of_nonneg zero_le_one]
    intro k
    exact (norm_phase (w k) (n * τ)).le
  obtain ⟨a, -, φ, hφ, hlim⟩ := (isCompact_closedBall (0 : ι → ℂ) 1).tendsto_subseq hx
  -- hence two different samples are closer than `δ`
  obtain ⟨N, hN⟩ := Metric.cauchySeq_iff.1 hlim.cauchySeq δ hδ
  have hclose : dist (x (φ (N + 1))) (x (φ N)) < δ := hN (N + 1) (Nat.le_succ N) N le_rfl
  have h1 : (φ N : ℝ) + 1 ≤ φ (N + 1) := by
    exact_mod_cast Nat.succ_le_of_lt (hφ (Nat.lt_succ_self N))
  refine ⟨φ (N + 1) * τ - φ N * τ, ?_, fun k => ?_⟩
  · nlinarith [mul_nonneg (sub_nonneg.2 h1) hτ.le]
  · -- the time between the two samples is the recurrence time
    have e : phase (w k) (φ (N + 1) * τ)
        = phase (w k) (φ N * τ) * phase (w k) (φ (N + 1) * τ - φ N * τ) := by
      rw [← phase_add]
      congr 1
      ring
    calc ‖phase (w k) (φ (N + 1) * τ - φ N * τ) - 1‖
        = ‖phase (w k) (φ N * τ) * (phase (w k) (φ (N + 1) * τ - φ N * τ) - 1)‖ := by
          rw [norm_mul, norm_phase, one_mul]
      _ = ‖phase (w k) (φ (N + 1) * τ) - phase (w k) (φ N * τ)‖ := by
          rw [e, mul_sub, mul_one]
      _ = dist (x (φ (N + 1)) k) (x (φ N) k) := (dist_eq_norm _ _).symm
      _ ≤ dist (x (φ (N + 1))) (x (φ N)) := dist_le_pi_dist _ _ k
      _ < δ := hclose

/-- Recurrence of a finite bath: beyond any `T` there is a time shift `t` that changes the
whole correlation function by less than `ε`, uniformly in the starting time `s`. -/
theorem bathCorrelation_recurs (g w : ι → ℝ) {ε : ℝ} (hε : 0 < ε) (T : ℝ) :
    ∃ t > T, ∀ s, ‖bathCorrelation g w (s + t) - bathCorrelation g w s‖ < ε := by
  have hG : 0 < ∑ k, |g k| + 1 := by positivity
  obtain ⟨t, hT, ht⟩ := phases_recur w (div_pos hε hG) T
  refine ⟨t, hT, fun s => ?_⟩
  have hdiff : bathCorrelation g w (s + t) - bathCorrelation g w s
      = ∑ k, (g k : ℂ) * phase (w k) s * (phase (w k) t - 1) := by
    unfold bathCorrelation
    rw [← Finset.sum_sub_distrib]
    refine Finset.sum_congr rfl fun k _ => ?_
    rw [phase_add]
    ring
  rw [hdiff]
  -- each mode contributes at most the modulus of its weight times the phase error
  calc ‖∑ k, (g k : ℂ) * phase (w k) s * (phase (w k) t - 1)‖
      ≤ ∑ k, |g k| * (ε / (∑ k, |g k| + 1)) := by
        refine norm_sum_le_of_le _ fun k _ => ?_
        rw [norm_mul, norm_mul, norm_phase, mul_one, Complex.norm_real, Real.norm_eq_abs]
        exact mul_le_mul_of_nonneg_left (ht k).le (abs_nonneg _)
    _ = (∑ k, |g k|) * (ε / (∑ k, |g k| + 1)) := by rw [Finset.sum_mul]
    _ < ε := by
        rw [← mul_div_assoc, div_lt_iff₀ hG]
        nlinarith

/-- The correlation function of a finite bath returns arbitrarily close to its initial value
at arbitrarily late times. -/
theorem returns_to_initial_value (g w : ι → ℝ) {ε : ℝ} (hε : 0 < ε) (T : ℝ) :
    ∃ t > T, ‖bathCorrelation g w t - bathCorrelation g w 0‖ < ε := by
  obtain ⟨t, hT, ht⟩ := bathCorrelation_recurs g w hε T
  exact ⟨t, hT, by simpa only [zero_add] using ht 0⟩

/-- If the correlation function of a finite bath has a long-time limit, it equals that limit
at all times. -/
theorem constant_of_tendsto (g w : ι → ℝ) {c : ℂ}
    (h : Tendsto (bathCorrelation g w) atTop (𝓝 c)) (s : ℝ) :
    bathCorrelation g w s = c := by
  refine eq_of_forall_dist_le fun ε hε => ?_
  obtain ⟨N, hN⟩ := Metric.tendsto_atTop.1 h (ε / 2) (half_pos hε)
  -- shift `s` by a recurrence time into the region where the limit is nearly reached
  obtain ⟨t, hT, ht⟩ := bathCorrelation_recurs g w (half_pos hε) (N - s)
  have h1 := hN (s + t) (by linarith)
  have h2 := ht s
  rw [← dist_eq_norm] at h2
  have h3 := dist_triangle_left (bathCorrelation g w s) c (bathCorrelation g w (s + t))
  linarith

/-- A bath of finitely many modes, at least one, with positive weights never has a correlation
function that decays to zero, whatever the frequency grid. -/
theorem no_permanent_decay [Nonempty ι] (g w : ι → ℝ) (hg : ∀ k, 0 < g k) :
    ¬ Tendsto (bathCorrelation g w) atTop (𝓝 0) := by
  intro h
  have h0 := constant_of_tendsto g w h 0
  have h1 : bathCorrelation g w 0 = ((∑ k, g k : ℝ) : ℂ) := by
    simp [bathCorrelation, phase]
  rw [h1, Complex.ofReal_eq_zero] at h0
  have hpos : 0 < ∑ k, g k := Finset.sum_pos (fun k _ => hg k) Finset.univ_nonempty
  exact hpos.ne' h0

/-- If all frequencies are integer multiples of a spacing `Δ`, the correlation function
repeats exactly after the time `P` with `Δ * P = 2π`. -/
theorem periodic_of_uniform_grid (g w : ι → ℝ) (n : ι → ℤ) {Δ P : ℝ}
    (hw : ∀ k, w k = n k * Δ) (hP : Δ * P = 2 * Real.pi) (s : ℝ) :
    bathCorrelation g w (s + P) = bathCorrelation g w s := by
  have hP' : (Δ : ℂ) * (P : ℂ) = 2 * (Real.pi : ℂ) := by exact_mod_cast hP
  unfold bathCorrelation
  refine Finset.sum_congr rfl fun k _ => ?_
  -- every mode completes a whole number of cycles
  have h1 : phase (w k) P = 1 := by
    unfold phase
    rw [Complex.exp_eq_one_iff]
    refine ⟨-n k, ?_⟩
    rw [hw k]
    push_cast
    linear_combination (-Complex.I * (n k : ℂ)) * hP'
  rw [phase_add, h1, mul_one]

/-- For a continuous band of frequencies between `a` and `b`, with unit weight per unit frequency,
the correlation function is bounded by `2 / t` at every time `t > 0`. -/
theorem continuous_band_decays (a b : ℝ) {t : ℝ} (ht : 0 < t) :
    ‖∫ ω in a..b, phase ω t‖ ≤ 2 / t := by
  have key : ∀ ω : ℝ, phase ω t = Complex.exp (-Complex.I * t * ω) := by
    intro ω
    unfold phase
    congr 1
    ring
  have hn : ‖-Complex.I * (t : ℂ)‖ = t := by
    rw [norm_mul, norm_neg, Complex.norm_I, one_mul, Complex.norm_real,
      Real.norm_of_nonneg ht.le]
  have hc : -Complex.I * (t : ℂ) ≠ 0 := by
    rw [← norm_pos_iff, hn]
    exact ht
  have hint : ∫ ω in a..b, phase ω t = (phase b t - phase a t) / (-Complex.I * t) := by
    simp only [key]
    exact integral_exp_mul_complex hc
  have hb : ‖phase b t - phase a t‖ ≤ 2 := by
    have h := norm_sub_le (phase b t) (phase a t)
    rw [norm_phase, norm_phase] at h
    linarith
  rw [hint, norm_div, hn]
  gcongr

end

end FiniteBathRecurrence
```

```lean
#print axioms FiniteBathRecurrence.returns_to_initial_value
#print axioms FiniteBathRecurrence.no_permanent_decay
#print axioms FiniteBathRecurrence.periodic_of_uniform_grid
#print axioms FiniteBathRecurrence.continuous_band_decays
```

```
'FiniteBathRecurrence.returns_to_initial_value' depends on axioms: [propext, Classical.choice, Quot.sound]
'FiniteBathRecurrence.no_permanent_decay' depends on axioms: [propext, Classical.choice, Quot.sound]
'FiniteBathRecurrence.periodic_of_uniform_grid' depends on axioms: [propext, Classical.choice, Quot.sound]
'FiniteBathRecurrence.continuous_band_decays' depends on axioms: [propext, Classical.choice, Quot.sound]
```

### How the code follows the argument

`phase_add` and `norm_phase` supply the two properties of phases used throughout: they multiply when times add, and they have modulus one.

`phases_recur` contains the compactness argument. Its central device is Mathlib's `tendsto_subseq`, applied to the closed unit ball of `ι → ℂ`. Given a sequence inside a compact set, it returns a limit `a`, an index map `φ`, a proof `hφ` that `φ` is strictly increasing, and a proof `hlim` that the selected samples converge. The last two do different jobs. Convergence makes the subsequence Cauchy, which gives `hclose`: samples `φ (N + 1)` and `φ N` are closer than `δ`. Strict monotonicity gives `h1`: their indices differ by at least one, so the time between them exceeds `T`. The limit itself is never used again.

The norm on `ι → ℂ` is the largest modulus among the components. That is why the ball of radius one contains every sample, and why `dist_le_pi_dist` turns closeness of two vectors into closeness for each mode. The finite number of modes matters here, because it makes the closed ball compact. The `calc` block is then the chain of equalities for $|e^{-iw_kt}-1|$ above.

In `bathCorrelation_recurs`, `hdiff` rewrites the difference as a sum over phase errors, and `norm_sum_le_of_le` bounds it mode by mode. The added $1$ in the denominator keeps the division harmless when all weights vanish.

`constant_of_tendsto` uses `eq_of_forall_dist_le`, by which two numbers are equal if their distance is at most every positive `ε`; the two halves of `ε` are joined by the triangle inequality. `no_permanent_decay` evaluates the resulting constant at time zero and contradicts `hpos`, the positivity of the total weight.

For the uniform grid, `Complex.exp_eq_one_iff` asks for an integer number of cycles, and the proof supplies `-n k`, with the sign coming from $e^{-iwt}$. For the continuous band, `integral_exp_mul_complex` evaluates the integral, and `hb` bounds the difference of the two endpoint phases by $2$.
